# A truncated energy lies within its leakage of an exact energy of the full finite Hermitian matrix

Cut a boson ladder at some level, diagonalise what is left, and an energy comes out at any cutoff, good or bad. Nothing in that number says how far it lies from an energy of the larger matrix.

Write the larger matrix as

M = [[H, C], [Cᴴ, K]],

with H the retained block, K the discarded block and C the coupling. Suppose H v = e v with ‖v‖ = 1, and call L = ‖Cᴴ v‖ the leakage. If H and K are Hermitian, M has an eigenvalue μ with

|μ − e| ≤ L.

The bound needs only C and v; K need not be diagonalised. It does not say which eigenvalue of M is the near one.

## Finite blocks joined by C and Cᴴ

The retained and discarded levels are indexed by arbitrary finite types `m` and `n`. An oscillator cutoff is therefore compared with a larger but still finite cutoff, not with the infinite ladder.

In Lean 4 with Mathlib:

```lean
import Mathlib

open Matrix

namespace TruncationCertificate

noncomputable section

variable {m n : Type*} [Fintype m] [Fintype n]
```

The Euclidean norm is written out as a sum of squares, because Mathlib's default norm on plain functions is the largest component.

```lean
/-- The squared Euclidean norm of a state vector. -/
def sqNorm (x : n → ℂ) : ℝ := ∑ i, ‖x i‖ ^ 2
```

An energy is a real number with a nonzero eigenvector.

```lean
/-- The real number `μ` is an energy of `A`: it has a nonzero eigenvector. -/
def IsEnergy (A : Matrix n n ℂ) (μ : ℝ) : Prop :=
  ∃ w : n → ℂ, w ≠ 0 ∧ A *ᵥ w = (μ : ℂ) • w
```

The definition of the full Hamiltonian puts Cᴴ in the lower left block: the amplitude for leaving the retained space is the conjugate of the amplitude for returning.

```lean
/-- The full Hamiltonian, with retained block `H`, discarded block `K` and coupling `C`. -/
def fullHamiltonian (H : Matrix m m ℂ) (C : Matrix m n ℂ) (K : Matrix n n ℂ) :
    Matrix (m ⊕ n) (m ⊕ n) ℂ := Matrix.fromBlocks H C Cᴴ K
```

Without this symmetry the bound can fail. For M = [[0, 1], [4, 0]] we have e = 0 and C = 1, so ‖Cᴴ v‖ = 1, but the eigenvalues are ±2.

```lean
/-- The leakage of a retained state: the norm of `Cᴴ v` in the discarded space. -/
def leakage (C : Matrix m n ℂ) (v : m → ℂ) : ℝ := √(sqNorm (Cᴴ *ᵥ v))
```

Two short lemmas connect these definitions to the algebra: x†x is the squared norm, and L² is the squared norm of Cᴴ v.

```lean
lemma star_dot_self (x : n → ℂ) : star x ⬝ᵥ x = (sqNorm x : ℂ) := by
  simp only [sqNorm, dotProduct, Pi.star_apply]
  push_cast
  exact Finset.sum_congr rfl fun i _ => Complex.conj_mul' (x i)

lemma leakage_sq (C : Matrix m n ℂ) (v : m → ℂ) :
    leakage C v ^ 2 = sqNorm (Cᴴ *ᵥ v) :=
  Real.sq_sqrt (Finset.sum_nonneg fun _ _ => sq_nonneg _)
```

## Hermitian H and K

Physically, Hermitian H and K mean that neither block has gain or loss of its own. Together with the form of the coupling, this makes M Hermitian and gives it an orthonormal eigenbasis.

Let A be Hermitian, let the uᵢ be an orthonormal eigenbasis with A uᵢ = Eᵢ uᵢ, let x be any vector, and set pᵢ = |⟨uᵢ, x⟩|². Then Σ pᵢ = ‖x‖². Moving A to the left side of the inner product gives

⟨uᵢ, (A − a)x⟩ = (Eᵢ − a)⟨uᵢ, x⟩.

Expanding an inner product in the eigenbasis then yields, for real a and b,

⟨(A − a)x, (A − b)x⟩ = Σ (Eᵢ − a)(Eᵢ − b) pᵢ.

In `spectral_weights`, the first block obtains the eigenbasis and its completeness relation `P`. The step `coef` is the displayed coefficient formula, and `hA.eq` is where Hermiticity lets A act to the left.

```lean
/-- A state distributes nonnegative weights over energies of a Hermitian matrix; the total weight
is its squared norm, and quadratic moments are pairings of residual vectors. -/
theorem spectral_weights {A : Matrix n n ℂ} (hA : A.IsHermitian) (x : n → ℂ) :
    ∃ E p : n → ℝ, (∀ i, 0 ≤ p i) ∧ (∀ i, IsEnergy A (E i)) ∧ ∑ i, p i = sqNorm x ∧
      ∀ a b : ℝ, ((∑ i, (E i - a) * (E i - b) * p i : ℝ) : ℂ) =
        star (A *ᵥ x - (a : ℂ) • x) ⬝ᵥ (A *ᵥ x - (b : ℂ) • x) := by
  classical
  -- an orthonormal eigenbasis, written with plain vectors
  obtain ⟨u, E, hne, hu, P⟩ : ∃ (u : n → n → ℂ) (E : n → ℝ), (∀ i, u i ≠ 0) ∧
      (∀ i, A *ᵥ u i = (E i : ℂ) • u i) ∧
      ∀ y z : n → ℂ, ∑ i, (star y ⬝ᵥ u i) * (star (u i) ⬝ᵥ z) = star y ⬝ᵥ z := by
    refine ⟨fun i => (hA.eigenvectorBasis i).ofLp, hA.eigenvalues, ?_, ?_, ?_⟩
    · intro i h
      apply hA.eigenvectorBasis.orthonormal.ne_zero i
      ext j
      exact congrFun h j
    · intro i
      exact (hA.mulVec_eigenvectorBasis i).trans (by ext j; simp)
    · intro y z
      have h := hA.eigenvectorBasis.sum_inner_mul_inner (WithLp.toLp 2 y) (WithLp.toLp 2 z)
      simp only [EuclideanSpace.inner_eq_star_dotProduct] at h
      refine Eq.trans ?_ (h.trans (dotProduct_comm _ _))
      exact Finset.sum_congr rfl fun i _ =>
        congrArg₂ (· * ·) (dotProduct_comm _ _) (dotProduct_comm _ _)
  -- the residual has coefficients (E i - a) times those of x
  have coef : ∀ (i : n) (a : ℝ), star (u i) ⬝ᵥ (A *ᵥ x - (a : ℂ) • x) =
      ((E i : ℂ) - a) * (star (u i) ⬝ᵥ x) := by
    intro i a
    have h1 : star (u i) ᵥ* A = (E i : ℂ) • star (u i) := by
      have h := Matrix.star_mulVec A (u i)
      rw [hA.eq, hu i, star_smul] at h
      rw [← h]
      simp
    rw [dotProduct_sub, Matrix.dotProduct_mulVec, h1, smul_dotProduct, dotProduct_smul]
    simp only [smul_eq_mul]
    ring
  refine ⟨E, fun i => Complex.normSq (star (u i) ⬝ᵥ x), fun i => Complex.normSq_nonneg _,
    fun i => ⟨u i, hne i, hu i⟩, ?_, ?_⟩
  · apply Complex.ofReal_injective
    rw [← star_dot_self, ← P x x, Complex.ofReal_sum]
    refine Finset.sum_congr rfl fun i _ => ?_
    rw [Matrix.star_dotProduct x (u i), Complex.normSq_eq_conj_mul_self]
    rfl
  · intro a b
    rw [← P, Complex.ofReal_sum]
    refine Finset.sum_congr rfl fun i _ => ?_
    rw [Matrix.star_dotProduct (A *ᵥ x - (a : ℂ) • x) (u i), coef i a, coef i b]
    simp only [Complex.ofReal_mul, Complex.ofReal_sub, Complex.normSq_eq_conj_mul_self,
      Complex.star_def, map_mul, map_sub, Complex.conj_ofReal]
    ring
```

Neither block may be an arbitrary matrix. Take H = 0, C = (1, 0) and K = [[−6, −45], [1, 8]]. Then e = 0 and L = 1, but M has characteristic polynomial (μ − 2)²(μ + 2), so every energy is at distance 2. For the other block, take H = [[0, −7/2], [0, 1]], C = (1, 2)ᵀ, K = 1 and v = (1, 0)ᵀ. Again e = 0 and L = 1, and the characteristic polynomial is the same.

## A normalised eigenvector of the retained block

The condition H v = e v says that the truncated problem has been solved exactly. Pad v with zeros to x = (v, 0). Then

(M − a)x = ((e − a)v, Cᴴ v),

so at a = e only the leaked part survives. With ‖v‖ = 1, the weights on the energies of M satisfy

Σ pᵢ = 1,

Σ (Eᵢ − a)(Eᵢ − b) pᵢ = (e − a)(e − b) + L².

In the proof of `truncated_moments`, `hres` is the residual formula and uses `hv`; `hdot` splits the inner product into its two blocks; `hunit` replaces ‖v‖² by 1.

```lean
/-- A normalized truncated eigenstate of energy `e` has unit total weight on exact energies, and
its quadratic moments are those of a sharp energy `e` plus the squared leakage. -/
theorem truncated_moments {H : Matrix m m ℂ} {K : Matrix n n ℂ} (C : Matrix m n ℂ)
    (hH : H.IsHermitian) (hK : K.IsHermitian) {v : m → ℂ} {e : ℝ}
    (hv : H *ᵥ v = (e : ℂ) • v) (hunit : sqNorm v = 1) :
    ∃ E p : m ⊕ n → ℝ, (∀ i, 0 ≤ p i) ∧ (∀ i, IsEnergy (fullHamiltonian H C K) (E i)) ∧
      ∑ i, p i = 1 ∧ ∀ a b : ℝ, ∑ i, (E i - a) * (E i - b) * p i =
        (e - a) * (e - b) + leakage C v ^ 2 := by
  have hM : (fullHamiltonian H C K).IsHermitian := Matrix.IsHermitian.fromBlocks hH rfl hK
  obtain ⟨E, p, hp, hE, hs, hid⟩ := spectral_weights hM (Sum.elim v 0)
  refine ⟨E, p, hp, hE, ?_, fun a b => ?_⟩
  · rw [hs, ← hunit]
    simp [sqNorm, Fintype.sum_sum_type]
  · -- the only residual at energy e is the leaked vector
    have hres : ∀ a : ℝ, fullHamiltonian H C K *ᵥ Sum.elim v 0 - (a : ℂ) • Sum.elim v 0 =
        Sum.elim (((e - a : ℝ) : ℂ) • v) (Cᴴ *ᵥ v) := by
      intro a
      ext (i | j)
      · simp [fullHamiltonian, Matrix.fromBlocks_mulVec, hv, sub_mul]
      · simp [fullHamiltonian, Matrix.fromBlocks_mulVec]
    have hdot : ∀ (r s : m → ℂ) (t : n → ℂ),
        star (Sum.elim r t) ⬝ᵥ Sum.elim s t = star r ⬝ᵥ s + star t ⬝ᵥ t := by
      intro r s t
      simp [dotProduct, Fintype.sum_sum_type]
    apply Complex.ofReal_injective
    rw [hid, hres, hres, hdot, star_smul, smul_dotProduct, dotProduct_smul, star_dot_self,
      star_dot_self, hunit, leakage_sq]
    simp only [smul_eq_mul, Complex.star_def, Complex.conj_ofReal]
    push_cast
    ring
```

Now set a = b = e:

Σ (Eᵢ − e)² pᵢ = L².

If every energy were farther than L from e, each factor (Eᵢ − e)² − L² would be positive. But

Σ ((Eᵢ − e)² − L²) pᵢ = L² − L² = 0,

so every pᵢ would vanish, contradicting Σ pᵢ = 1. The proof of `exists_energy_near` follows this argument: `hpos` gives the positive factors, `hz` the vanishing sum, and `hp0` the vanishing weights.

```lean
/-- Certified truncation error: the full Hamiltonian has an energy within the leakage
`‖Cᴴ v‖` of the truncated energy `e`. -/
theorem exists_energy_near {H : Matrix m m ℂ} {K : Matrix n n ℂ} (C : Matrix m n ℂ)
    (hH : H.IsHermitian) (hK : K.IsHermitian) {v : m → ℂ} {e : ℝ}
    (hv : H *ᵥ v = (e : ℂ) • v) (hunit : sqNorm v = 1) :
    ∃ μ : ℝ, IsEnergy (fullHamiltonian H C K) μ ∧ |μ - e| ≤ leakage C v := by
  obtain ⟨E, p, hp, hE, hs, hid⟩ := truncated_moments C hH hK hv hunit
  by_contra hcon
  have hpos : ∀ i, 0 < (E i - e) * (E i - e) - leakage C v ^ 2 := by
    intro i
    have h1 : leakage C v < |E i - e| := lt_of_not_ge fun h => hcon ⟨E i, hE i, h⟩
    have h2 : 0 ≤ leakage C v := Real.sqrt_nonneg _
    nlinarith [abs_mul_abs_self (E i - e)]
  -- the weighted mean of these positive numbers vanishes
  have hz : ∑ i, ((E i - e) * (E i - e) - leakage C v ^ 2) * p i = 0 := by
    have h : ∑ i, ((E i - e) * (E i - e) - leakage C v ^ 2) * p i =
        ∑ i, (E i - e) * (E i - e) * p i - leakage C v ^ 2 * ∑ i, p i := by
      rw [Finset.mul_sum, ← Finset.sum_sub_distrib]
      exact Finset.sum_congr rfl fun i _ => by ring
    rw [h, hid, hs]
    ring
  have h0 := (Finset.sum_eq_zero_iff_of_nonneg
    (fun i _ => mul_nonneg (hpos i).le (hp i))).mp hz
  have hp0 : ∀ i, p i = 0 := fun i =>
    (mul_eq_zero.mp (h0 i (Finset.mem_univ i))).resolve_left (hpos i).ne'
  simp [hp0] at hs
```

Both conditions on v matter. If e is not the eigenvalue belonging to v, take H = K = C = 0 in one dimension each, with v = 1 and e = 1: the leakage is 0, but the only energy is 0. If v is not normalised, take H = K = 0, C = 1 and v = 1/2: the leakage is 1/2, but the energies are ±1.

## An interval free of exact energies

Further knowledge of the spectrum can sharpen the estimate. Suppose a ≤ b and M has no energy strictly between them. Then (Eᵢ − a)(Eᵢ − b) ≥ 0 for every i, and the moment formula gives

0 ≤ (e − a)(e − b) + L²,

which is (e − a)(b − e) ≤ L². In `gap_bound`, `hgap` supplies the sign of each term.

```lean
/-- If the full Hamiltonian has no energy strictly between `a` and `b`, then
`(e - a) (b - e)` is at most the squared leakage. -/
theorem gap_bound {H : Matrix m m ℂ} {K : Matrix n n ℂ} (C : Matrix m n ℂ)
    (hH : H.IsHermitian) (hK : K.IsHermitian) {v : m → ℂ} {e a b : ℝ}
    (hv : H *ᵥ v = (e : ℂ) • v) (hunit : sqNorm v = 1) (hab : a ≤ b)
    (hgap : ∀ μ, IsEnergy (fullHamiltonian H C K) μ → μ ≤ a ∨ b ≤ μ) :
    (e - a) * (b - e) ≤ leakage C v ^ 2 := by
  obtain ⟨E, p, hp, hE, -, hid⟩ := truncated_moments C hH hK hv hunit
  have h : 0 ≤ ∑ i, (E i - a) * (E i - b) * p i := by
    refine Finset.sum_nonneg fun i _ => mul_nonneg ?_ (hp i)
    rcases hgap _ (hE i) with h | h
    · exact mul_nonneg_of_nonpos_of_nonpos (by linarith) (by linarith)
    · exact mul_nonneg (by linarith) (by linarith)
  rw [hid] at h
  linarith
```

For a ground energy E₀, suppose that every other energy is at least b, with b > e. This is separate spectral information that the truncated calculation does not supply. Choosing a = E₀ gives the lower bound in

e − L²/(b − e) ≤ E₀ ≤ e.

The upper bound is variational. If E₀ > e, let c be the smaller of E₀ and b; no energy lies below c. Applying the gap inequality between a = e − (L² + 1)/(c − e) and c would give L² + 1 ≤ L². The proof of `ground_energy_bounds` makes exactly this choice, then uses a = E₀ for the other half.

```lean
/-- If every exact energy other than `E₀` is at least `b > e`, then `E₀` lies below the truncated
energy `e` by at most the squared leakage divided by `b - e`. -/
theorem ground_energy_bounds {H : Matrix m m ℂ} {K : Matrix n n ℂ} (C : Matrix m n ℂ)
    (hH : H.IsHermitian) (hK : K.IsHermitian) {v : m → ℂ} {e E₀ b : ℝ}
    (hv : H *ᵥ v = (e : ℂ) • v) (hunit : sqNorm v = 1) (hb : e < b)
    (hgap : ∀ μ, IsEnergy (fullHamiltonian H C K) μ → μ = E₀ ∨ b ≤ μ) :
    E₀ ≤ e ∧ e - E₀ ≤ leakage C v ^ 2 / (b - e) := by
  have hle : E₀ ≤ e := by
    by_contra hlt
    -- otherwise the whole half-line below c > e is free of energies
    obtain ⟨c, hc, hcE, hcb⟩ : ∃ c, e < c ∧ c ≤ E₀ ∧ c ≤ b :=
      ⟨min E₀ b, lt_min (lt_of_not_ge hlt) hb, min_le_left _ _, min_le_right _ _⟩
    have hd : 0 < c - e := sub_pos.mpr hc
    have hq : 0 ≤ (leakage C v ^ 2 + 1) / (c - e) := by positivity
    have h := gap_bound C hH hK (a := e - (leakage C v ^ 2 + 1) / (c - e)) (b := c)
      hv hunit (by linarith) (fun μ hμ => Or.inr (by
        rcases hgap μ hμ with h | h <;> linarith))
    rw [sub_sub_cancel, div_mul_cancel₀ _ hd.ne'] at h
    linarith
  refine ⟨hle, (le_div_iff₀ (sub_pos.mpr hb)).mpr ?_⟩
  exact gap_bound C hH hK hv hunit (by linarith) fun μ hμ => (hgap μ hμ).imp le_of_eq id
```

The bound can fail if the condition b > e is dropped. With H = 5, K = 0 and C = 0, we have e = 5, E₀ = 0 and L = 0. The other energy is 5, so b = 4 satisfies the gap condition, but the error e − E₀ = 5 is not bounded by 0/(4 − 5) = 0.

## A cutoff that severs one matrix element

Suppose C has a single nonzero entry g, between retained level p and discarded level q. (Here p is a level, no longer a weight.) Then Cᴴ v has the single component g* vₚ, and

L = |g| |vₚ|.

An example is a single oscillator mode with Hamiltonian ω a†a + λ(a + a†), with ω and λ real and no other degree of freedom, where a now denotes the lowering operator. Extending one finite cutoff to another then involves just such a link, so |g| times the amplitude on the last retained level bounds the distance to some energy of the larger matrix. In `single_link_error`, `hc` computes the vector, `hl` its norm, and the main theorem finishes.

```lean
/-- When the cutoff severs a single matrix element `g` between retained level `p` and discarded
level `q`, an exact energy lies within `|g| |v p|` of the truncated energy. -/
theorem single_link_error [DecidableEq m] [DecidableEq n] {H : Matrix m m ℂ}
    {K : Matrix n n ℂ} (hH : H.IsHermitian) (hK : K.IsHermitian) (p : m) (q : n) (g : ℂ)
    {v : m → ℂ} {e : ℝ} (hv : H *ᵥ v = (e : ℂ) • v) (hunit : sqNorm v = 1) :
    ∃ μ : ℝ, IsEnergy (fullHamiltonian H (Matrix.single p q g) K) μ ∧
      |μ - e| ≤ ‖g‖ * ‖v p‖ := by
  have hc : ∀ j, ((Matrix.single p q g)ᴴ *ᵥ v) j = if q = j then star g * v p else 0 := by
    intro j
    change ∑ i, star (Matrix.single p q g i j) * v i = _
    rw [Finset.sum_eq_single p]
    · by_cases hj : q = j <;> simp [hj]
    · intro i _ hi
      simp [Ne.symm hi]
    · simp
  have hl : leakage (Matrix.single p q g) v = ‖g‖ * ‖v p‖ := by
    have hs : sqNorm ((Matrix.single p q g)ᴴ *ᵥ v) = (‖g‖ * ‖v p‖) ^ 2 := by
      simp only [sqNorm, hc]
      rw [Finset.sum_eq_single q]
      · simp
      · intro j _ hj
        simp [Ne.symm hj]
      · simp
    rw [leakage, hs, Real.sqrt_sq (by positivity)]
  rw [← hl]
  exact exists_energy_near _ hH hK hv hunit
```

If C has further nonzero entries, this formula can miss their contribution; the full norm ‖Cᴴ v‖ includes it.

## Two degenerate levels attain the bound

For H = K = e and C = g in one dimension each, an eigenvector (w₁, w₂) of M with energy μ satisfies

(μ − e)w₁ = g w₂,
(μ − e)w₂ = g* w₁.

Eliminating either amplitude gives ((μ − e)² − |g|²)wⱼ = 0 for j = 1 and 2. Since w is nonzero, |μ − e| = |g|, which is the leakage of v = 1. Under the hypotheses of the main theorem alone, no smaller multiple of L would do.

In `error_bound_sharp`, `h1` and `h2` are the two component equations, and `hsec` is the elimination. The nonzero eigenvector required by `IsEnergy` is what forces the secular equation.

```lean
/-- For two levels of equal energy `e` coupled by `g`, every exact energy lies at a distance
from `e` exactly equal to the leakage. -/
theorem error_bound_sharp (e : ℝ) (g : ℂ) (μ : ℝ)
    (hμ : IsEnergy (fullHamiltonian !![(e : ℂ)] !![g] !![(e : ℂ)]) μ) :
    |μ - e| = leakage !![g] ![1] := by
  have hl : leakage !![g] ![1] = ‖g‖ := by
    simp [leakage, sqNorm, Matrix.mulVec, dotProduct, Real.sqrt_sq (norm_nonneg g)]
  obtain ⟨w, hw, h⟩ := hμ
  have h1 : (e : ℂ) * w (Sum.inl 0) + g * w (Sum.inr 0) = μ * w (Sum.inl 0) := by
    simpa [fullHamiltonian, Matrix.fromBlocks_mulVec, Matrix.mulVec, dotProduct]
      using congrFun h (Sum.inl 0)
  have h2 : star g * w (Sum.inl 0) + (e : ℂ) * w (Sum.inr 0) = μ * w (Sum.inr 0) := by
    simpa [fullHamiltonian, Matrix.fromBlocks_mulVec, Matrix.mulVec, dotProduct]
      using congrFun h (Sum.inr 0)
  -- eliminating either amplitude gives the secular equation
  have hsec : ((μ : ℂ) - e) ^ 2 - g * star g = 0 := by
    by_contra hne
    apply hw
    ext (i | i)
    · rw [Subsingleton.elim i 0]
      refine (mul_eq_zero.mp ?_).resolve_left hne
      linear_combination (-((μ : ℂ) - e)) * h1 - g * h2
    · rw [Subsingleton.elim i 0]
      refine (mul_eq_zero.mp ?_).resolve_left hne
      linear_combination (-((μ : ℂ) - e)) * h2 - star g * h1
  have hsq : (μ - e) ^ 2 = ‖g‖ ^ 2 := by
    apply Complex.ofReal_injective
    have hg : g * star g = (‖g‖ : ℂ) ^ 2 := Complex.mul_conj' g
    push_cast
    linear_combination hsec + hg
  rw [hl]
  apply (sq_eq_sq₀ (abs_nonneg _) (norm_nonneg _)).mp
  rw [sq_abs, hsq]

end

end TruncationCertificate
```

```lean
#print axioms TruncationCertificate.ground_energy_bounds
#print axioms TruncationCertificate.single_link_error
#print axioms TruncationCertificate.error_bound_sharp
```

```
'TruncationCertificate.ground_energy_bounds' depends on axioms: [propext, Classical.choice, Quot.sound]
'TruncationCertificate.single_link_error' depends on axioms: [propext, Classical.choice, Quot.sound]
'TruncationCertificate.error_bound_sharp' depends on axioms: [propext, Classical.choice, Quot.sound]
```
